# Positivity of the two-projector HGH coupling in the s channel

Let \(h_{11}\) and \(h_{22}\) be real, and let the off-diagonal coupling be fixed by \(h_{12}=-\tfrac12\sqrt{3/5}\,h_{22}\). Then

\[
\begin{pmatrix} h_{11} & h_{12}\\ h_{12} & h_{22}\end{pmatrix}\ \text{is positive semidefinite}
\iff h_{22}\ge 0\ \text{ and }\ h_{11}\ge \tfrac{3}{20}h_{22}.
\]

If \(h_{12}\) is omitted, an indefinite coupling is replaced by a positive semidefinite one exactly when \(0\le h_{11}<\tfrac{3}{20}h_{22}\). For linearly independent projectors, the nonlocal potential has a nonnegative expectation value in every state exactly when \(h_{22}\ge0\) and \(h_{11}\ge\tfrac{3}{20}h_{22}\).

The matrix is that of the Hartwigsen–Goedecker–Hutter (HGH) pseudopotential for an s channel with two Gaussian projectors. The relation for \(h_{12}\) leaves two free strengths in the channel instead of three. The number \(\sqrt{3/5}\) in it is the overlap of the two normalised radial projectors, which are proportional to \(e^{-r^2/2r_0^2}\) and \(r^2e^{-r^2/2r_0^2}\) with a common width \(r_0\). In simulation practice, the criterion tells whether the nonlocal part of such a two-projector channel is purely repulsive; the signs of \(h_{11}\) and \(h_{22}\) alone do not settle this.

## Two squares and the states that isolate them

Write \(x=(x_0,x_1)\) for a pair of real amplitudes and set \(t=\tfrac12\sqrt{3/5}\), so that \(t^2=\tfrac{3}{20}\) and \(h_{12}=-t\,h_{22}\). The quadratic form of the matrix is

\[
Q(x)=h_{11}x_0^2+2h_{12}x_0x_1+h_{22}x_1^2
=h_{11}x_0^2-2t\,h_{22}x_0x_1+h_{22}x_1^2 .
\]

Since \(h_{22}(x_1-tx_0)^2=h_{22}x_1^2-2t\,h_{22}x_0x_1+\tfrac{3}{20}h_{22}x_0^2\), this is

\[
Q(x)=\left(h_{11}-\tfrac{3}{20}h_{22}\right)x_0^2+h_{22}\,(x_1-t x_0)^2 .
\]

If both coefficients are nonnegative, so is \(Q\). Conversely, \(Q(0,1)=h_{22}\) and \(Q(1,t)=h_{11}-\tfrac{3}{20}h_{22}\), so a nonnegative form forces both inequalities. The second test vector has squared length \(\tfrac{23}{20}\); for the corresponding unit vector the value is \((20h_{11}-3h_{22})/23\).

Without \(h_{12}\) the form is \(h_{11}x_0^2+h_{22}x_1^2\), which is nonnegative exactly when \(h_{11}\ge0\) and \(h_{22}\ge0\). Suppose this holds while \(Q\) takes a negative value. Then the criterion for \(Q\) must fail, and as \(h_{22}\ge0\), it fails through \(h_{11}<\tfrac{3}{20}h_{22}\). Conversely, \(0\le h_{11}<\tfrac{3}{20}h_{22}\) implies \(h_{22}>0\), so \(Q(0,1)>0\) and \(Q(1,t)<0\), while the diagonal form is nonnegative. With \(h_{22}=1\) and \(h_{11}=\tfrac1{10}\), for example, the diagonal matrix is positive, but the full form equals \(-\tfrac1{23}\) on the unit vector along \((1,t)\).

Now let \(p_0,p_1\) be the projectors, and let

\[
V\psi=\sum_{i,j} H_{ij}\,\langle p_j,\psi\rangle\,p_i ,
\]

where \(H\) is the coupling matrix with indices \(0,1\), so that \(H_{00}=h_{11}\), \(H_{01}=H_{10}=h_{12}\) and \(H_{11}=h_{22}\). With \(a=\langle p_0,\psi\rangle\) and \(b=\langle p_1,\psi\rangle\),

\[
\langle\psi,V\psi\rangle=h_{11}|a|^2+2h_{12}\,\mathrm{Re}(\bar a b)+h_{22}|b|^2 .
\]

Because \(t\) is real, \(|b-ta|^2=|b|^2-2t\,\mathrm{Re}(\bar a b)+\tfrac{3}{20}|a|^2\), and therefore

\[
\langle\psi,V\psi\rangle=\left(h_{11}-\tfrac{3}{20}h_{22}\right)|a|^2+h_{22}\,|b-ta|^2 .
\]

The two inequalities again suffice. For the converse we need states that isolate each square. Given vectors \(u\) and \(v\) with \(v\) not a multiple of \(u\), remove from \(v\) its component along \(u\): take \(\psi=v-cu\) with \(c=\langle u,v\rangle/\langle u,u\rangle\), or \(c=0\) if \(u=0\). Then \(\langle u,\psi\rangle=0\) and \(\langle v,\psi\rangle=\|\psi\|^2\neq0\).

- With \(u=p_0\) and \(v=p_1\) we get \(a=0\) and \(b\ne0\). The energy is \(h_{22}|b|^2\), so \(h_{22}\ge0\).
- With \(u=p_1-tp_0\) and \(v=p_0\) we get \(b=ta\) and \(a\neq0\). The energy is \((h_{11}-\tfrac{3}{20}h_{22})|a|^2\), so \(h_{11}\ge\tfrac{3}{20}h_{22}\).

Linear independence of \(p_0\) and \(p_1\) ensures that \(v\) is not a multiple of \(u\) in either case.

The two Gaussian projectors of the HGH channel are linearly independent, so the criterion applies to them. For general vectors without independence the converse fails, as an example that is not an actual HGH channel shows. Let \(p_0=p_1=u\) with \(\|u\|=1\), and take \(h_{11}=0\), \(h_{22}=1\). The energy is \((1-\sqrt{3/5})\,|\langle u,\psi\rangle|^2\), which is never negative, although \(h_{11}<\tfrac{3}{20}h_{22}\). The matrix is indefinite, but its negative direction needs amplitudes \(a\neq b\), which no state can supply.

## The coupling matrix in Lean

```lean
import Mathlib

open Matrix
open scoped InnerProductSpace

noncomputable section

namespace HGHCoupling
```

A general symmetric two-projector coupling comes first, because both the full matrix and its truncation are instances of it.

```lean
/-- The symmetric coupling matrix of two projectors, with diagonal entries `a`, `d` and
off-diagonal entry `b`. -/
def symCoupling (a b d : ℝ) : Matrix (Fin 2) (Fin 2) ℝ := !![a, b; b, d]
```

The HGH matrix puts the prescribed value in the off-diagonal position. The names `h11` and `h22` follow the pseudopotential convention, whereas Lean numbers rows and columns from 0.

```lean
/-- The HGH coupling matrix, whose off-diagonal entry is `h12 = -(1/2) √(3/5) h22`. -/
def hghCoupling (h11 h22 : ℝ) : Matrix (Fin 2) (Fin 2) ℝ :=
  symCoupling h11 (-(1 / 2) * √(3 / 5) * h22) h22
```

The relation for \(h_{12}\) is thus part of the definition, and only `h11` and `h22` remain as arguments. The constant belongs to the s channel; other angular momenta have different constants, and a third projector would need a \(3\times3\) matrix.

The next lemma expands the quadratic form, written in Lean as the dot product of `x` with the matrix applied to `x`. The simplifier unfolds the sums over two indices and `ring` collects the terms.

```lean
/-- The quadratic form of a symmetric two-projector coupling, written out. -/
theorem symCoupling_form (a b d : ℝ) (x : Fin 2 → ℝ) :
    x ⬝ᵥ symCoupling a b d *ᵥ x = a * x 0 ^ 2 + 2 * b * x 0 * x 1 + d * x 1 ^ 2 := by
  simp [symCoupling, dotProduct, Matrix.mulVec, Fin.sum_univ_two]
  ring
```

Mathlib's `PosSemidef` requires the matrix to be Hermitian and its form to be nonnegative. For real entries, conjugation does nothing, and the symmetry of `symCoupling` is checked entry by entry. What remains is the condition on the form.

```lean
/-- A symmetric two-projector coupling is positive semidefinite exactly when its quadratic
form is nonnegative on all real amplitudes. -/
theorem symCoupling_posSemidef_iff (a b d : ℝ) :
    (symCoupling a b d).PosSemidef ↔ ∀ x, 0 ≤ x ⬝ᵥ symCoupling a b d *ᵥ x := by
  rw [Matrix.posSemidef_iff_dotProduct_mulVec]
  simp only [star_trivial]
  refine ⟨fun h => h.2, fun h => ⟨Matrix.IsHermitian.ext ?_, h⟩⟩
  intro i j
  fin_cases i <;> fin_cases j <;> simp [symCoupling]
```

## The matrix criterion and the effect of omitting the off-diagonal term

Completing the square is one identity. The only fact about the square root that it needs is \((\sqrt{3/5})^2=\tfrac35\), called `hs`. The two sides differ by a multiple of that equation, and `linear_combination` is given the multiple.

```lean
/-- Completing the square in the HGH quadratic form. -/
theorem hghCoupling_form (h11 h22 : ℝ) (x : Fin 2 → ℝ) :
    x ⬝ᵥ hghCoupling h11 h22 *ᵥ x =
      (h11 - 3 * h22 / 20) * x 0 ^ 2 + h22 * (x 1 - √(3 / 5) / 2 * x 0) ^ 2 := by
  have hs : √(3 / 5 : ℝ) ^ 2 = 3 / 5 := Real.sq_sqrt (by norm_num)
  rw [hghCoupling, symCoupling_form]
  linear_combination (-(h22 * x 0 ^ 2 / 4)) * hs
```

The criterion then follows as by hand. In the forward direction, `h1` and `h2` evaluate the form at \((0,1)\) and \((1,t)\). In the other direction, each term is a nonnegative coefficient times a square.

```lean
/-- The HGH coupling matrix is positive semidefinite if and only if `h22 ≥ 0` and
`h11 ≥ 3 h22 / 20`. -/
theorem hghCoupling_posSemidef_iff (h11 h22 : ℝ) :
    (hghCoupling h11 h22).PosSemidef ↔ 0 ≤ h22 ∧ 3 * h22 / 20 ≤ h11 := by
  have key : (hghCoupling h11 h22).PosSemidef ↔
      ∀ x, 0 ≤ x ⬝ᵥ hghCoupling h11 h22 *ᵥ x := symCoupling_posSemidef_iff _ _ _
  rw [key]
  constructor
  · intro h
    -- each test vector isolates one of the two squares
    have h1 := h ![0, 1]
    have h2 := h ![1, √(3 / 5) / 2]
    rw [hghCoupling_form] at h1 h2
    have h3 : 0 ≤ h11 - 3 * h22 / 20 := by simpa using h2
    exact ⟨by simpa using h1, by linarith⟩
  · rintro ⟨h1, h2⟩ x
    rw [hghCoupling_form]
    exact add_nonneg (mul_nonneg (sub_nonneg.2 h2) (sq_nonneg _))
      (mul_nonneg h1 (sq_nonneg _))
```

The theorem on omission has three conditions on its left side: the diagonal matrix is positive semidefinite, the full form is positive somewhere, and the full form is negative somewhere. The last two together say that the full coupling is indefinite.

```lean
/-- Omitting `h12` leaves a positive semidefinite matrix while the full HGH coupling takes both
signs, exactly when `0 ≤ h11 < 3 h22 / 20`. -/
theorem omission_hides_indefiniteness_iff (h11 h22 : ℝ) :
    ((symCoupling h11 0 h22).PosSemidef ∧
      (∃ x, 0 < x ⬝ᵥ hghCoupling h11 h22 *ᵥ x) ∧
      (∃ y, y ⬝ᵥ hghCoupling h11 h22 *ᵥ y < 0)) ↔
    0 ≤ h11 ∧ h11 < 3 * h22 / 20 := by
  rw [symCoupling_posSemidef_iff]
  constructor
  · rintro ⟨hd, -, y, hy⟩
    have h1 := hd ![1, 0]
    have h2 := hd ![0, 1]
    rw [symCoupling_form] at h1 h2
    have h1' : 0 ≤ h11 := by simpa using h1
    have h2' : 0 ≤ h22 := by simpa using h2
    refine ⟨h1', ?_⟩
    by_contra hc
    rw [hghCoupling_form] at hy
    have e1 := mul_nonneg (sub_nonneg.2 (not_lt.1 hc)) (sq_nonneg (y 0))
    have e2 := mul_nonneg h2' (sq_nonneg (y 1 - √(3 / 5) / 2 * y 0))
    linarith
  · rintro ⟨h1, h2⟩
    have h3 : 0 < h22 := by linarith
    refine ⟨fun x => ?_, ⟨![0, 1], ?_⟩, ⟨![1, √(3 / 5) / 2], ?_⟩⟩
    · rw [symCoupling_form]
      have e1 := mul_nonneg h1 (sq_nonneg (x 0))
      have e2 := mul_nonneg h3.le (sq_nonneg (x 1))
      linarith
    · rw [hghCoupling_form]
      simpa using h3
    · rw [hghCoupling_form]
      have h4 : h11 - 3 * h22 / 20 < 0 := by linarith
      simpa using h4
```

From left to right, the diagonal form at \((1,0)\) and \((0,1)\) gives `h11` and `h22` nonnegative. If `h11` were at least `3 * h22 / 20`, both squares at the negative vector `y` would contribute nonnegatively, a contradiction. The positive value is not needed in this direction. From right to left, the proof supplies the two test vectors of the hand derivation as witnesses.

## From the matrix to the nonlocal potential

States live in a complex inner product space `E` of any dimension, finite or infinite, with no completeness assumed. The projectors are two vectors `p 0` and `p 1` of `E`. They need not be normalised, and their Gaussian shape plays no part.

```lean
variable {E : Type*} [NormedAddCommGroup E] [InnerProductSpace ℂ E]

/-- The separable nonlocal potential `V = ∑ |p i⟩ h i j ⟨p j|` acting on a state `ψ`. -/
def nonlocalPotential (h : Matrix (Fin 2) (Fin 2) ℝ) (p : Fin 2 → E) (ψ : E) : E :=
  ∑ i, ∑ j, ((h i j : ℂ) * ⟪p j, ψ⟫_ℂ) • p i
```

As in physics, the inner product is conjugate-linear in its first argument, so `nonlocalPotential` is \(\sum_{i,j}|p_i\rangle H_{ij}\langle p_j|\) applied to `ψ`. The energy is expressed as the real part of \(\langle\psi,V\psi\rangle\); for a real symmetric coupling the imaginary part is zero. The state is not normalised either: the expectation value proper is this number divided by \(\|\psi\|^2\), which leaves its sign unchanged for \(\psi\neq0\).

```lean
/-- The nonlocal HGH energy of a state as a weighted sum of two squared moduli: that of the first
projector amplitude and that of a linear combination of both amplitudes. -/
theorem nonlocal_energy (h11 h22 : ℝ) (p : Fin 2 → E) (ψ : E) :
    (⟪ψ, nonlocalPotential (hghCoupling h11 h22) p ψ⟫_ℂ).re =
      (h11 - 3 * h22 / 20) * ‖⟪p 0, ψ⟫_ℂ‖ ^ 2 +
        h22 * ‖⟪p 1, ψ⟫_ℂ - ((√(3 / 5) / 2 : ℝ) : ℂ) * ⟪p 0, ψ⟫_ℂ‖ ^ 2 := by
  have hs : √(3 / 5 : ℝ) ^ 2 = 3 / 5 := Real.sq_sqrt (by norm_num)
  have e00 : hghCoupling h11 h22 0 0 = h11 := rfl
  have e01 : hghCoupling h11 h22 0 1 = -(1 / 2) * √(3 / 5) * h22 := rfl
  have e10 : hghCoupling h11 h22 1 0 = -(1 / 2) * √(3 / 5) * h22 := rfl
  have e11 : hghCoupling h11 h22 1 1 = h22 := rfl
  simp only [nonlocalPotential, Fin.sum_univ_two, inner_add_right, inner_smul_right,
    e00, e01, e10, e11]
  rw [← inner_conj_symm ψ (p 0), ← inner_conj_symm ψ (p 1)]
  generalize ⟪p 0, ψ⟫_ℂ = a
  generalize ⟪p 1, ψ⟫_ℂ = b
  simp only [← Complex.normSq_eq_norm_sq, Complex.normSq_apply, Complex.add_re,
    Complex.mul_re, Complex.mul_im, Complex.sub_re, Complex.sub_im, Complex.ofReal_re,
    Complex.ofReal_im, Complex.conj_re, Complex.conj_im]
  linear_combination (-(h22 * (a.re ^ 2 + a.im ^ 2) / 4)) * hs
```

This is the complex version of the square identity, valid for any two projectors, dependent or not. The proof expands the double sum, rewrites \(\langle\psi,p_i\rangle\) as the conjugate of \(\langle p_i,\psi\rangle\), and names the two amplitudes `a` and `b`. Splitting them into real and imaginary parts leaves a real polynomial identity, which again closes with `hs`.

The states that isolate a square come from one orthogonalisation lemma.

```lean
/-- If `v` is not a multiple of `u`, some state is orthogonal to `u` but not to `v`. -/
theorem exists_probe (u v : E) (hv : ∀ c : ℂ, v ≠ c • u) :
    ∃ ψ : E, ⟪u, ψ⟫_ℂ = 0 ∧ ⟪v, ψ⟫_ℂ ≠ 0 := by
  -- remove from `v` its component along `u`
  obtain ⟨c, hc⟩ : ∃ c : ℂ, ⟪u, v - c • u⟫_ℂ = 0 := by
    by_cases hu : u = 0
    · exact ⟨0, by simp [hu]⟩
    · have hn : ⟪u, u⟫_ℂ ≠ 0 := inner_self_ne_zero.2 hu
      refine ⟨⟪u, v⟫_ℂ / ⟪u, u⟫_ℂ, ?_⟩
      rw [inner_sub_right, inner_smul_right, div_mul_cancel₀ _ hn, sub_self]
  refine ⟨v - c • u, hc, fun h => hv c ?_⟩
  have h0 : ⟪v - c • u, v - c • u⟫_ℂ = 0 := by
    rw [inner_sub_left, inner_smul_left, h, hc, mul_zero, sub_zero]
  exact sub_eq_zero.1 (inner_self_eq_zero.1 h0)
```

The state is `v - c • u`, with the case `u = 0` treated separately. To see that it is not orthogonal to `v`, the proof supposes that it is. The state would then be orthogonal to both `u` and `v`, hence to itself, hence zero, and `v` would be a multiple of `u` after all.

The last theorem joins these parts.

```lean
/-- For linearly independent projectors, the nonlocal HGH energy is nonnegative in every state
if and only if `h22 ≥ 0` and `h11 ≥ 3 h22 / 20`. -/
theorem nonlocal_energy_nonneg_iff (h11 h22 : ℝ) (p : Fin 2 → E)
    (hp : LinearIndependent ℂ p) :
    (∀ ψ, 0 ≤ (⟪ψ, nonlocalPotential (hghCoupling h11 h22) p ψ⟫_ℂ).re) ↔
      0 ≤ h22 ∧ 3 * h22 / 20 ≤ h11 := by
  rw [Fintype.linearIndependent_iff] at hp
  simp only [nonlocal_energy]
  generalize √(3 / 5) / 2 = t
  constructor
  · intro h
    constructor
    · -- a state seen only by the second projector
      obtain ⟨ψ, h0, h1⟩ := exists_probe (p 0) (p 1) (fun c hc => by
        have := hp ![c, -1] (by simp [Fin.sum_univ_two, hc]) 1
        simp at this)
      have hψ := h ψ
      rw [h0, mul_zero, sub_zero, norm_zero] at hψ
      have hpos : 0 < ‖⟪p 1, ψ⟫_ℂ‖ ^ 2 := pow_pos (norm_pos_iff.2 h1) 2
      exact (mul_nonneg_iff_of_pos_right hpos).1 (by linarith)
    · -- a state whose amplitudes make the second square vanish
      obtain ⟨ψ, h0, h1⟩ := exists_probe (p 1 - (t : ℂ) • p 0) (p 0) (fun c hc => by
        have hg := hp ![1 + c * t, -c] (by
          simp only [Fin.sum_univ_two, Matrix.cons_val_zero, Matrix.cons_val_one]
          linear_combination (norm := module) hc)
        have hc0 : c = 0 := by simpa using hg 1
        have := hg 0
        simp [hc0] at this)
      rw [inner_sub_left, inner_smul_left, Complex.conj_ofReal] at h0
      have hψ := h ψ
      rw [h0, norm_zero] at hψ
      have hpos : 0 < ‖⟪p 0, ψ⟫_ℂ‖ ^ 2 := pow_pos (norm_pos_iff.2 h1) 2
      exact sub_nonneg.1 ((mul_nonneg_iff_of_pos_right hpos).1 (by linarith))
  · rintro ⟨h1, h2⟩ ψ
    exact add_nonneg (mul_nonneg (sub_nonneg.2 h2) (sq_nonneg _))
      (mul_nonneg h1 (sq_nonneg _))

end HGHCoupling
```

After the energy has been rewritten as two squares, the number \(\tfrac12\sqrt{3/5}\) is replaced by an arbitrary real `t`, since its value is no longer needed. The lemma `exists_probe` is applied to the two pairs \((u,v)\) of the hand derivation. Each time, linear independence is used through explicit coefficients: a relation \(p_1=c\,p_0\) would give a vanishing combination with coefficients \(c\) and \(-1\), and \(p_0=c\,(p_1-tp_0)\) one with coefficients \(1+ct\) and \(-c\), which cannot both be zero. Dividing by the positive squared amplitude leaves the required inequality.

The statement concerns the nonlocal term of a single channel. It gives no sign for the full Hamiltonian, to which the kinetic energy and the local potential also contribute, and a negative coupling direction does not by itself imply a bound or spurious state.

```lean
#print axioms HGHCoupling.hghCoupling_posSemidef_iff
#print axioms HGHCoupling.omission_hides_indefiniteness_iff
#print axioms HGHCoupling.nonlocal_energy_nonneg_iff
```

```
'HGHCoupling.hghCoupling_posSemidef_iff' depends on axioms: [propext, Classical.choice, Quot.sound]
'HGHCoupling.omission_hides_indefiniteness_iff' depends on axioms: [propext, Classical.choice, Quot.sound]
'HGHCoupling.nonlocal_energy_nonneg_iff' depends on axioms: [propext, Classical.choice, Quot.sound]
```
